# Every level below the shifted dangling hybrids lies within ‖B‖²/(U+c−E) of an interior level

A: Split a tight-binding Hamiltonian into interior orbitals and dangling hybrids, with the hybrids shifted in energy by U:

H = [[A, B], [B†, C+U]]

Let the interior space be finite-dimensional, A symmetric, and C ≥ c as a quadratic form. If E is a real eigenvalue of H and E < U+c, then A has an eigenvalue μ with

|μ − E| ≤ ‖B‖² / (U + c − E).

Q: That looks like second-order perturbation theory. Are you assuming weak coupling?

A: No. E is the exact level of H, and B may be as large as you like. Write the eigenvector as (x, y), with x on the interior and y on the hybrids:

A x + B y = E x
B†x + (C + U) y = E y

Take the inner product of the second row with y and keep the real part:

Re⟨y, B†x⟩ + Re⟨y, Cy⟩ + U‖y‖² = E‖y‖²

Since Re⟨y, Cy⟩ ≥ c‖y‖², the Cauchy–Schwarz inequality and ‖B†‖ = ‖B‖ give

(U + c − E)‖y‖² ≤ −Re⟨y, B†x⟩ ≤ ‖y‖ ‖B†x‖ ≤ ‖B‖ ‖x‖ ‖y‖.

If y ≠ 0, divide by ‖y‖; if y = 0, the result is trivial. Either way,

(U + c − E)‖y‖ ≤ ‖B‖ ‖x‖.

Q: What if the state sits entirely on the hybrids?

A: It can't. With x = 0 and U+c−E > 0 the last inequality forces y = 0, and an eigenvector is not zero. So x ≠ 0, and the first row gives

‖A x − E x‖ = ‖B y‖ ≤ ‖B‖ ‖y‖ ≤ δ‖x‖, where δ = ‖B‖² / (U + c − E).

Q: So x nearly solves the interior problem. Why must there be a true interior level nearby?

A: Expand x in an orthonormal eigenbasis uᵢ of A, with eigenvalues μᵢ and coefficients xᵢ = ⟨uᵢ, x⟩:

‖A x − E x‖² = Σᵢ (μᵢ − E)² |xᵢ|²
‖x‖² = Σᵢ |xᵢ|²

If every μᵢ were farther than δ from E, the first sum would exceed δ²‖x‖², because at least one xᵢ is nonzero. That contradicts the bound on the residual.

Q: I accept the algebra. Now show me that the code is about the same Hamiltonian. What are the spaces?

A: `V` is the space of interior amplitudes and `W` that of the dangling ones. The scalars `𝕜` are real or complex, so a Bloch Hamiltonian at fixed wavevector is included along with the real symmetric case.

In Lean 4 with Mathlib:

```lean
import Mathlib

open Module.End ContinuousLinearMap

namespace DanglingHybrids

noncomputable section

variable {𝕜 V W : Type*} [RCLike 𝕜]
  [NormedAddCommGroup V] [InnerProductSpace 𝕜 V] [CompleteSpace V]
  [NormedAddCommGroup W] [InnerProductSpace 𝕜 W] [CompleteSpace W]
```

The Hamiltonian acts on pairs. `B` maps hybrids to the interior, so it is the upper right block, and its `adjoint` is the lower left one.

```lean
/-- The tight-binding Hamiltonian with interior block `A`, coupling `B` from the dangling
hybrids to the interior, and dangling block `C` shifted in energy by `U`. -/
def blockHamiltonian (A : V →ₗ[𝕜] V) (B : W →L[𝕜] V) (C : W →ₗ[𝕜] W) (U : ℝ) :
    Module.End 𝕜 (V × W) :=
  (A.coprod (B : W →ₗ[𝕜] V)).prod
    ((adjoint B : V →ₗ[𝕜] W).coprod (C + (U : 𝕜) • LinearMap.id))
```

Q: Can I see the two rows?

A: They are the two components here, and they hold by definition.

```lean
/-- The action of the block Hamiltonian on an interior amplitude `x` and a dangling
amplitude `y`. -/
theorem blockHamiltonian_apply (A : V →ₗ[𝕜] V) (B : W →L[𝕜] V) (C : W →ₗ[𝕜] W) (U : ℝ)
    (x : V) (y : W) :
    blockHamiltonian A B C U (x, y) =
      (A x + B y, adjoint B x + (C y + (U : 𝕜) • y)) := rfl
```

Q: What do U and c stand for physically?

A: U models passivation: saturating a dangling bond moves its states out of the energy window of interest, and here that is represented by raising the hybrid energies. The number c is a floor for the hybrid block before the shift, including any coupling among the hybrids. For a Hermitian C on a finite, nonzero number of hybrids, its lowest eigenvalue will do.

The hypothesis `hC` states this floor through the real part of ⟨y, Cy⟩. Symmetry of C is not required, though a physical Hamiltonian has it. The first lemma is the amplitude bound.

```lean
/-- If the dangling block is at least `c` and the dangling row of the eigenvalue equation holds at
energy `E`, the dangling amplitude times `U + c - E` is at most the coupling norm times the interior
amplitude. -/
theorem dangling_amplitude_le {B : W →L[𝕜] V} {C : W →ₗ[𝕜] W} {c U E : ℝ}
    (hC : ∀ y, c * ‖y‖ ^ 2 ≤ RCLike.re (inner 𝕜 y (C y))) {x : V} {y : W}
    (h : adjoint B x + (C y + (U : 𝕜) • y) = (E : 𝕜) • y) :
    (U + c - E) * ‖y‖ ≤ ‖B‖ * ‖x‖ := by
  -- pair the dangling row with the dangling amplitude
  have h1 : RCLike.re (inner 𝕜 y (adjoint B x)) +
      (RCLike.re (inner 𝕜 y (C y)) + U * ‖y‖ ^ 2) = E * ‖y‖ ^ 2 := by
    have h0 := congrArg (fun z => RCLike.re (inner 𝕜 y z)) h
    simpa only [inner_add_right, inner_smul_right, map_add, RCLike.re_ofReal_mul,
      inner_self_eq_norm_sq] using h0
  have h2 : ‖adjoint B x‖ ≤ ‖B‖ * ‖x‖ := by
    have h0 := (adjoint B).le_opNorm x
    rwa [LinearIsometryEquiv.norm_map] at h0
  have h3 : -RCLike.re (inner 𝕜 y (adjoint B x)) ≤ ‖y‖ * (‖B‖ * ‖x‖) :=
    calc -RCLike.re (inner 𝕜 y (adjoint B x))
        ≤ |RCLike.re (inner 𝕜 y (adjoint B x))| := neg_le_abs _
      _ ≤ ‖inner 𝕜 y (adjoint B x)‖ := RCLike.abs_re_le_norm _
      _ ≤ ‖y‖ * ‖adjoint B x‖ := norm_inner_le_norm _ _
      _ ≤ ‖y‖ * (‖B‖ * ‖x‖) := by gcongr
  by_cases hy : y = 0
  · rw [hy, norm_zero, mul_zero]
    positivity
  · have hpos : 0 < ‖y‖ := norm_pos_iff.mpr hy
    refine le_of_mul_le_mul_left ?_ hpos
    nlinarith [hC y]
```

In the proof, `h1` is the dangling row paired with y, `h2` bounds ‖B†x‖, and `h3` is the Cauchy–Schwarz step. The case split on `y = 0` is the one we made before dividing. Notice that this lemma doesn't need E < U+c.

Q: And the eigenbasis argument?

A: It is a separate lemma about any symmetric operator on a finite-dimensional space and any nonzero trial state.

```lean
omit [CompleteSpace V] in
/-- If a nonzero trial state satisfies the eigenvalue equation of a symmetric operator on a
finite-dimensional space at energy `E` up to a relative residual `δ`, the operator has an eigenvalue
within `δ` of `E`. -/
theorem exists_eigenvalue_near [FiniteDimensional 𝕜 V] {A : V →ₗ[𝕜] V}
    (hA : A.IsSymmetric) {E δ : ℝ} {x : V} (hx : x ≠ 0)
    (h : ‖A x - (E : 𝕜) • x‖ ≤ δ * ‖x‖) :
    ∃ μ : ℝ, HasEigenvalue A (μ : 𝕜) ∧ |μ - E| ≤ δ := by
  have hxpos : 0 < ‖x‖ := norm_pos_iff.mpr hx
  have hδ : 0 ≤ δ := nonneg_of_mul_nonneg_left ((norm_nonneg _).trans h) hxpos
  by_contra! hno
  let b := hA.eigenvectorBasis rfl
  let μ := hA.eigenvalues rfl
  have hμ : ∀ i, δ < |μ i - E| := fun i => hno _ (hA.hasEigenvalue_eigenvalues rfl i)
  -- the residual in the eigenbasis of `A`
  have hcoef : ∀ i, b.repr (A x - (E : 𝕜) • x) i = ((μ i - E : ℝ) : 𝕜) * b.repr x i := by
    intro i
    have h0 : b.repr (A x) i = (μ i : 𝕜) * b.repr x i :=
      hA.eigenvectorBasis_apply_self_apply rfl x i
    rw [map_sub, map_smul, PiLp.sub_apply, PiLp.smul_apply, h0, smul_eq_mul]
    push_cast
    ring
  have hres : ‖A x - (E : 𝕜) • x‖ ^ 2 = ∑ i, |μ i - E| ^ 2 * ‖b.repr x i‖ ^ 2 := by
    rw [← b.repr.norm_map, EuclideanSpace.norm_sq_eq]
    refine Finset.sum_congr rfl fun i _ => ?_
    rw [hcoef, norm_mul, RCLike.norm_ofReal, mul_pow]
  have hnorm : ‖x‖ ^ 2 = ∑ i, ‖b.repr x i‖ ^ 2 := by
    rw [← b.repr.norm_map, EuclideanSpace.norm_sq_eq]
  -- some coefficient of the trial state is nonzero
  obtain ⟨j, hj⟩ : ∃ j, b.repr x j ≠ 0 := by
    by_contra! h0
    have hz : ‖x‖ ^ 2 = 0 := by
      rw [hnorm]
      exact Finset.sum_eq_zero fun i _ => by rw [h0 i, norm_zero]; norm_num
    exact (pow_pos hxpos 2).ne' hz
  have hlt : δ ^ 2 * ‖x‖ ^ 2 < ‖A x - (E : 𝕜) • x‖ ^ 2 := by
    rw [hres, hnorm, Finset.mul_sum]
    refine Finset.sum_lt_sum (fun i _ => ?_) ⟨j, Finset.mem_univ j, ?_⟩
    · have := (hμ i).le
      gcongr
    · have hjpos : 0 < ‖b.repr x j‖ ^ 2 := pow_pos (norm_pos_iff.mpr hj) 2
      exact mul_lt_mul_of_pos_right (by nlinarith [hμ j]) hjpos
  nlinarith [norm_nonneg (A x - (E : 𝕜) • x), mul_nonneg hδ hxpos.le]
```

The proof supposes that no eigenvalue lies within δ. Then `hcoef` computes the residual's coefficients, `hres` and `hnorm` are the two sums above, and `hlt` is the strict inequality, with index `j` supplying the nonzero coefficient. The last line sets it against the assumed residual bound.

Q: Then the main theorem should only have to join the two.

A: It does. `HasEigenvalue` means that a nonzero eigenvector exists, `hgap` is E < U+c, and ‖B‖ is the operator norm.

```lean
/-- Let the interior block be symmetric on a finite-dimensional space. If the dangling block is at
least `c` and `E < U + c` is a level of the full Hamiltonian, the interior block has a level within
`‖B‖² / (U + c - E)` of `E`. -/
theorem interior_level_near [FiniteDimensional 𝕜 V] {A : V →ₗ[𝕜] V} (hA : A.IsSymmetric)
    {B : W →L[𝕜] V} {C : W →ₗ[𝕜] W} {c U E : ℝ}
    (hC : ∀ y, c * ‖y‖ ^ 2 ≤ RCLike.re (inner 𝕜 y (C y)))
    (hE : HasEigenvalue (blockHamiltonian A B C U) (E : 𝕜)) (hgap : E < U + c) :
    ∃ μ : ℝ, HasEigenvalue A (μ : 𝕜) ∧ |μ - E| ≤ ‖B‖ ^ 2 / (U + c - E) := by
  have hg : 0 < U + c - E := by linarith
  obtain ⟨⟨x, y⟩, hv⟩ := hE.exists_hasEigenvector
  have heq := hv.apply_eq_smul
  have h1 : A x + B y = (E : 𝕜) • x := congrArg Prod.fst heq
  have h2 : adjoint B x + (C y + (U : 𝕜) • y) = (E : 𝕜) • y := congrArg Prod.snd heq
  have hy := dangling_amplitude_le hC h2
  -- since `E < U + c`, this eigenvector does not live on the dangling hybrids alone
  have hx : x ≠ 0 := by
    intro hx0
    rw [hx0, norm_zero, mul_zero] at hy
    have hy0 : y = 0 := norm_le_zero_iff.mp (nonpos_of_mul_nonpos_right hy hg)
    exact hv.2 (Prod.ext hx0 hy0)
  refine exists_eigenvalue_near hA hx ?_
  calc ‖A x - (E : 𝕜) • x‖ = ‖B y‖ := by rw [← h1, sub_add_cancel_left, norm_neg]
    _ ≤ ‖B‖ * ‖y‖ := B.le_opNorm y
    _ ≤ ‖B‖ * (‖B‖ * ‖x‖ / (U + c - E)) := by
        have : ‖y‖ ≤ ‖B‖ * ‖x‖ / (U + c - E) := by
          rw [le_div_iff₀ hg]
          linarith
        gcongr
    _ = ‖B‖ ^ 2 / (U + c - E) * ‖x‖ := by ring
```

The equations `h1` and `h2` are the two rows, `hx` excludes a state living on the hybrids alone, and the final `calc` is the chain for ‖A x − E x‖.

Q: Is ‖B‖ just the hopping integral?

A: Not in general. For one interior orbital and one hybrid it is the magnitude of the hopping integral. For finite matrices in orthonormal orbitals it is the largest singular value of the coupling block. Two orthonormal hybrids, each coupled by b to the same single interior orbital, give √2 |b|.

Q: Suppose A has a gap. Does the theorem keep surface states out of it?

A: At energies below U+c, it keeps a level of H out of any part of the gap that is farther from all levels of A than the bound at that energy. Above U+c it says nothing. But A is the interior block of your finite structure, not the bulk crystal. If A has levels inside the bulk gap, they are legitimate partners for levels of H. The theorem also doesn't count levels: two levels of H may be matched to the same μ, and it doesn't promise a level of H near every level of A.

Q: In practice I choose U first and then look at many levels. Does the estimate hold uniformly?

A: Yes, below a fixed energy ceiling E₀. For a tolerance ε > 0, choose

U₀ = E₀ − c + 1 + ‖B‖²/ε,

where the 1 is one unit of energy. If U ≥ U₀ and E ≤ E₀, then

U + c − E ≥ 1 + ‖B‖²/ε > ‖B‖²/ε,

so the bound is at most ε. The same U₀ serves every such level, with A, B and C held fixed.

```lean
/-- Let the interior block be symmetric on a finite-dimensional space and the dangling block be
bounded below by `c`. For every tolerance `ε > 0` and energy ceiling `E₀`, all sufficiently large
shifts `U` bring each level of the full Hamiltonian up to `E₀` within `ε` of a level of the interior
block. -/
theorem passivation_limit [FiniteDimensional 𝕜 V] {A : V →ₗ[𝕜] V} (hA : A.IsSymmetric)
    (B : W →L[𝕜] V) {C : W →ₗ[𝕜] W} {c : ℝ}
    (hC : ∀ y, c * ‖y‖ ^ 2 ≤ RCLike.re (inner 𝕜 y (C y))) (E₀ : ℝ) {ε : ℝ} (hε : 0 < ε) :
    ∃ U₀ : ℝ, ∀ U ≥ U₀, ∀ E ≤ E₀, HasEigenvalue (blockHamiltonian A B C U) (E : 𝕜) →
      ∃ μ : ℝ, HasEigenvalue A (μ : 𝕜) ∧ |μ - E| ≤ ε := by
  refine ⟨E₀ - c + 1 + ‖B‖ ^ 2 / ε, fun U hU E hE hEig => ?_⟩
  have hq : 0 ≤ ‖B‖ ^ 2 / ε := by positivity
  have hg : 0 < U + c - E := by linarith
  obtain ⟨μ, hμ, hle⟩ := interior_level_near hA hC hEig (by linarith)
  refine ⟨μ, hμ, hle.trans ?_⟩
  rw [div_le_iff₀ hg, ← div_le_iff₀' hε]
  linarith
```

For a non-interacting tight-binding calculation with a finite interior and orthonormal orbitals, this gives a sufficient size for the passivation shift. It says nothing about whether a shift is a good chemical description of the saturated bond: no orbital of the passivating atom appears, and neither do charge transfer or relaxation.

Q: Could the bound be far too generous?

A: It can be for a particular structure, but the formula can't be improved in general. Take one interior orbital at energy a, coupled by b to one hybrid at c+U.

```lean
/-- The block Hamiltonian of one interior orbital at energy `a` coupled by `b` to one dangling
hybrid at energy `c + U`. -/
def twoLevel (a b c U : ℝ) : Module.End ℝ (ℝ × ℝ) :=
  blockHamiltonian (a • LinearMap.id) (b • ContinuousLinearMap.id ℝ ℝ) (c • LinearMap.id) U
```

The next lemma confirms that this is the familiar two-by-two matrix; the only work is computing the adjoint of multiplication by b.

```lean
/-- The two-orbital Hamiltonian acts as the matrix with rows `(a, b)` and `(b, c + U)`. -/
theorem twoLevel_apply (a b c U x y : ℝ) :
    twoLevel a b c U (x, y) = (a * x + b * y, b * x + (c * y + U * y)) := by
  have hadj : adjoint (b • ContinuousLinearMap.id ℝ ℝ) x = b * x := by
    have h := adjoint_inner_right (b • ContinuousLinearMap.id ℝ ℝ) (1 : ℝ) x
    simp only [RCLike.inner_apply, conj_trivial, mul_one, smul_apply,
      ContinuousLinearMap.id_apply, smul_eq_mul] at h
    linarith
  rw [twoLevel, blockHamiltonian_apply, hadj]
  simp
```

Q: Where does equality come from?

A: Put g = U+c−E > 0. The rows read

(a − E) x + b y = 0
b x + g y = 0

Multiply the first by g, the second by b, and subtract:

(g(a − E) − b²) x = 0

Again x ≠ 0, since x = 0 would force y = 0. Hence

a − E = b² / (U + c − E).

Conversely, if this equation holds, (g, −b) solves both rows. Normalised, that eigenvector is (g, −b)/√(g² + b²). The only interior level is a, and ‖B‖ = |b|, so the general bound is attained.

```lean
/-- For one interior orbital and one hybrid, an energy `E < U + c` is a level exactly when its
distance below `a` equals `b² / (U + c - E)`. -/
theorem twoLevel_shift_eq {a b c U E : ℝ} (hgap : E < U + c) :
    HasEigenvalue (twoLevel a b c U) E ↔ a - E = b ^ 2 / (U + c - E) := by
  have hg : 0 < U + c - E := by linarith
  rw [eq_div_iff hg.ne']
  constructor
  · intro hE
    obtain ⟨⟨x, y⟩, hv⟩ := hE.exists_hasEigenvector
    have heq := hv.apply_eq_smul
    rw [twoLevel_apply] at heq
    have h1 : a * x + b * y = E * x := congrArg Prod.fst heq
    have h2 : b * x + (c * y + U * y) = E * y := congrArg Prod.snd heq
    have hx : x ≠ 0 := by
      intro hx0
      have hy0 : (U + c - E) * y = 0 := by
        rw [hx0] at h2
        linarith
      exact hv.2 (Prod.ext hx0 ((mul_eq_zero.mp hy0).resolve_left hg.ne'))
    -- eliminate the dangling amplitude
    apply mul_right_cancel₀ hx
    linear_combination (U + c - E) * h1 - b * h2
  · intro h
    have hvec : HasEigenvector (twoLevel a b c U) E (U + c - E, -b) := by
      refine ⟨mem_eigenspace_iff.mpr ?_, fun h0 => hg.ne' (congrArg Prod.fst h0)⟩
      rw [twoLevel_apply]
      exact Prod.ext
        (show a * (U + c - E) + b * (-b) = E * (U + c - E) by linear_combination h)
        (show b * (U + c - E) + (c * (-b) + U * (-b)) = E * (-b) by ring)
    exact hasEigenvalue_of_hasEigenvector hvec
```

The elimination is the `linear_combination` line in the first direction, and `hvec` in the second direction is the explicit eigenvector.

Q: Give me numbers that I can check.

A: Take a = c = 0, b = 2 and U = 3, in any energy unit. The matrix is [[0, 2], [2, 3]], with characteristic equation

E² − 3E − 4 = (E + 1)(E − 4) = 0.

The level E = −1 lies below U+c = 3. The bound is 4/(3+1) = 1, which is exactly its distance from the interior level 0. The normalised eigenvector is (2, −1)/√5, so one fifth of the weight is on the hybrid. The other level, E = 4, lies above U+c, and the theorem doesn't apply to it.

```lean
/-- With `a = c = 0`, coupling `2` and shift `3`, the two-orbital Hamiltonian has a level
at `-1`. -/
theorem twoLevel_witness : HasEigenvalue (twoLevel 0 2 0 3) (-1) :=
  (twoLevel_shift_eq (by norm_num)).mpr (by norm_num)

end

end DanglingHybrids
```

```lean
#print axioms DanglingHybrids.passivation_limit
-- 'DanglingHybrids.passivation_limit' depends on axioms: [propext, Classical.choice, Quot.sound]
#print axioms DanglingHybrids.twoLevel_shift_eq
-- 'DanglingHybrids.twoLevel_shift_eq' depends on axioms: [propext, Classical.choice, Quot.sound]
```
